# Binomial extrapolation from k past values is exact below degree k and amplifies history errors by at most 2ᵏ − 1

Let $x_n$ be a vector recorded at integer time steps $n$. For $k\ge 1$, predict it from the $k$ preceding values by

$$
P_k x(n)=\sum_{j=1}^{k}(-1)^{j+1}\binom kj\,x_{n-j}.
$$

If $x_n$ is a polynomial in $n$ of degree below $k$, the prediction equals $x_n$. If the true trajectory is such a polynomial but each of the $k$ stored vectors is wrong by at most $d$ in norm, the prediction misses $x_n$ by at most $(2^k-1)d$, and in any nonzero space some history errors attain this value.

In Born–Oppenheimer molecular dynamics with ultrasoft pseudopotentials, such a formula can supply starting wavefunction coefficients for the next self-consistency cycle; the result describes one linear prediction in a fixed vector space with a fixed norm. The stored vectors come from iterations stopped at a finite tolerance, and $d$ is an upper bound on the norm of the error that this leaves in each of them.

## Backward differences and the alternating error

Subtract the prediction from the true vector. The minus sign turns $(-1)^{j+1}$ into $(-1)^j$, and $x_n$ itself supplies the term $j=0$:

$$
x_n-P_kx(n)=\sum_{j=0}^{k}(-1)^j\binom kj\,x_{n-j}.
$$

This is the $k$-th backward difference of the history. For a polynomial history $x_n=\sum_{i<k}n^i c_i$ with vector coefficients $c_i$, it is enough to know the differences of the monomials,

$$
D_{k,i}(t)=\sum_{j=0}^{k}(-1)^j\binom kj\,(t-j)^i .
$$

Take $k=m+1$ and write $(t-j)^{i+1}=t(t-j)^i-j(t-j)^i$. The first part sums to $t\,D_{m+1,i}(t)$. In the second, the term $j=0$ vanishes, and for $j\ge1$ the identity $j\binom{m+1}{j}=(m+1)\binom{m}{j-1}$ absorbs the factor $j$. Setting $j=l+1$ gives

$$
-\sum_{j=1}^{m+1}(-1)^j(m+1)\binom{m}{j-1}(t-j)^i
=(m+1)\sum_{l=0}^{m}(-1)^l\binom ml(t-1-l)^i .
$$

Therefore

$$
D_{m+1,i+1}(t)=t\,D_{m+1,i}(t)+(m+1)\,D_{m,i}(t-1).
$$

For $k\ge1$ the binomial theorem gives $D_{k,0}(t)=(1-1)^k=0$. Suppose that degree $i$ is annihilated by every difference of order above $i$. If $i+1<m+1$, then both $i<m+1$ and $i<m$, so both terms on the right of the recursion vanish. By induction $D_{k,i}=0$ whenever $i<k$, and the prediction is exact for the polynomial history.

At $i=k$ the recursion reads $D_{m+1,m+1}(t)=0+(m+1)D_{m,m}(t-1)$. Since $D_{0,0}=1$, it follows that $D_{k,k}=k!$. On the history $n^k c$ the true vector therefore exceeds the prediction by $k!\,c$, so the degree limit is sharp.

Now let $y$ be a stored history with $\|y_{n-j}-x_{n-j}\|\le d$ for $j=1,\dots,k$, where $x$ is the polynomial trajectory. Because $P_kx(n)=x_n$,

$$
\|P_ky(n)-x_n\|=\Big\|\sum_{j=1}^k(-1)^{j+1}\binom kj(y_{n-j}-x_{n-j})\Big\|
\le\sum_{j=1}^k\binom kj\,d=(2^k-1)d .
$$

To attain the bound, choose a vector $e$ with $\|e\|=d$ and set $y_m=x_m+(-1)^m e$. The signs combine as $(-1)^{j+1}(-1)^{n-j}=-(-1)^n$, independently of $j$. All terms then point the same way, and

$$
P_ky(n)-x_n=-(2^k-1)(-1)^n e,
$$

which has norm $(2^k-1)d$.

The smallest useful case is $k=1$. The prediction is the previous vector, it is exact for constant trajectories, and an error in that vector is passed on with factor 1. At $k=2$ the prediction is $2x_{n-1}-x_{n-2}$, which is exact for straight lines and has worst-case factor 3.

## Histories in a real normed space

The vectors live in a real normed space `V`, of finite or infinite dimension. Complex wavefunction coefficients are included, since a complex normed space is also a real one.

In Lean 4 with Mathlib:

```lean
import Mathlib

open Finset

namespace BinomialExtrapolation

noncomputable section

variable {V : Type*} [NormedAddCommGroup V] [NormedSpace ℝ V]
```

A history is a function `x : ℤ → V`. Integer times make $n-j$ an ordinary subtraction even near the start of a run. `Icc 1 k` is the set $\{1,\dots,k\}$ and `•` multiplies a vector by a real number, so `predict k x n` is $P_kx(n)$. It reads only the last $k$ entries.

```lean
/-- The vector predicted for time step `n` from the `k` preceding ones, with alternating
binomial weights. -/
def predict (k : ℕ) (x : ℤ → V) (n : ℤ) : V :=
  ∑ j ∈ Icc 1 k, ((-1 : ℝ) ^ (j + 1) * (k.choose j : ℝ)) • x (n - (j : ℤ))
```

The sum in `polyHistory` runs over `range k`, that is $i=0,\dots,k-1$, and only these coefficients `c i` are used. Time is counted in steps: a polynomial in physical time with coefficients $a_i$ and step length $h$ corresponds to $c_i=h^i a_i$.

```lean
/-- A trajectory that is polynomial in the time step, of degree below `k`, with vector
coefficients `c i`. -/
def polyHistory (k : ℕ) (c : ℕ → V) (n : ℤ) : V :=
  ∑ i ∈ range k, (n : ℝ) ^ i • c i
```

The scalar difference $D_{k,i}(t)$ is `powerDiff k i t`. Its argument is real, which allows the shift to $t-1$ in the recursion.

```lean
/-- The `k`-th backward difference, with unit step, of the monomial of degree `i` at time `t`. -/
def powerDiff (k i : ℕ) (t : ℝ) : ℝ :=
  ∑ j ∈ range (k + 1), (-1 : ℝ) ^ j * (k.choose j : ℝ) * (t - (j : ℝ)) ^ i
```

## The prediction residual as a difference

The first lemma separates the term $j=0$ from a sum over $0,\dots,k$.

```lean
/-- A sum over `0, ..., k` is its zeroth term plus the sum over `1, ..., k`. -/
lemma sum_split {M : Type*} [AddCommMonoid M] (k : ℕ) (f : ℕ → M) :
    ∑ j ∈ range (k + 1), f j = f 0 + ∑ j ∈ Icc 1 k, f j := by
  have h : Icc 1 k = Ico 1 (k + 1) := by
    ext j
    simp only [Finset.mem_Icc, Finset.mem_Ico]
    omega
  rw [h, Finset.range_eq_Ico]
  exact Finset.sum_eq_sum_Ico_succ_bot (Nat.succ_pos k) f
```

With it, `sub_predict` identifies the residual with the backward difference for an arbitrary history. After the split, `congr 1` compares the zeroth terms and the remaining sums separately; in the latter, `module` settles the change of sign term by term.

```lean
/-- The true vector minus the predicted one is the `k`-th backward difference of the history. -/
theorem sub_predict (k : ℕ) (x : ℤ → V) (n : ℤ) :
    x n - predict k x n =
      ∑ j ∈ range (k + 1), ((-1 : ℝ) ^ j * (k.choose j : ℝ)) • x (n - (j : ℤ)) := by
  rw [sum_split, predict, sub_eq_add_neg, ← Finset.sum_neg_distrib]
  congr 1
  · simp
  · refine Finset.sum_congr rfl fun j _ => ?_
    rw [pow_succ]
    module
```

## Differences of monomials

The next lemma is the recursion. Inside it, `h` is the part containing the factor $-j$. `Finset.sum_range_succ'` removes the term $j=0$ and shifts the index, `hc` is the absorption identity, and `linear_combination` multiplies that identity by the remaining factors. The last lines add the part containing $t$.

```lean
/-- Raising the degree of the monomial by one relates its backward difference to those of
lower degree. -/
lemma powerDiff_succ (m i : ℕ) (t : ℝ) :
    powerDiff (m + 1) (i + 1) t =
      t * powerDiff (m + 1) i t + ((m : ℝ) + 1) * powerDiff m i (t - 1) := by
  -- the factor `j` is absorbed into the binomial coefficient
  have h : ∑ j ∈ range (m + 1 + 1),
      (-1 : ℝ) ^ j * ((m + 1).choose j : ℝ) * (t - (j : ℝ)) ^ i * (-(j : ℝ)) =
      ((m : ℝ) + 1) * powerDiff m i (t - 1) := by
    rw [Finset.sum_range_succ', powerDiff, Finset.mul_sum]
    simp only [Nat.cast_zero, neg_zero, mul_zero, add_zero]
    refine Finset.sum_congr rfl fun j _ => ?_
    have hc : ((m : ℝ) + 1) * (m.choose j : ℝ) =
        ((m + 1).choose (j + 1) : ℝ) * ((j : ℝ) + 1) := by
      exact_mod_cast Nat.add_one_mul_choose_eq m j
    have ht : t - ((j + 1 : ℕ) : ℝ) = t - 1 - (j : ℝ) := by
      push_cast
      ring
    rw [ht]
    push_cast
    linear_combination (-(-1 : ℝ) ^ j * (t - 1 - (j : ℝ)) ^ i) * hc
  rw [← h]
  unfold powerDiff
  rw [Finset.mul_sum, ← Finset.sum_add_distrib]
  refine Finset.sum_congr rfl fun j _ => ?_
  ring
```

The vanishing result is an induction on the degree `i`, with `k` and `t` left general because the recursion changes both. The base case is the binomial expansion of $(-1+1)^k$. In the step, `i + 1 < k` forces `k` to be a successor $m+1$, and the induction hypothesis is used twice.

```lean
/-- The `k`-th backward difference annihilates every monomial of degree below `k`. -/
theorem powerDiff_eq_zero (i k : ℕ) (t : ℝ) (hik : i < k) : powerDiff k i t = 0 := by
  induction i generalizing k t with
  | zero =>
    unfold powerDiff
    have h := add_pow (-1 : ℝ) 1 k
    rw [neg_add_cancel, zero_pow (by omega)] at h
    simpa using h.symm
  | succ i ih =>
    obtain ⟨m, rfl⟩ : ∃ m, k = m + 1 := ⟨k - 1, by omega⟩
    rw [powerDiff_succ, ih (m + 1) t (by omega), ih m (t - 1) (by omega)]
    ring
```

At equal order and degree, the first term of the recursion vanishes by the preceding theorem and the second builds up the factorial.

```lean
/-- The `k`-th backward difference of the monomial of degree `k` is the constant `k!`. -/
theorem powerDiff_self (k : ℕ) (t : ℝ) : powerDiff k k t = (k.factorial : ℝ) := by
  induction k generalizing t with
  | zero => simp [powerDiff]
  | succ m ih =>
    rw [powerDiff_succ, powerDiff_eq_zero m (m + 1) t (by omega), ih, Nat.factorial_succ]
    push_cast
    ring
```

## Exactness and its degree limit

To pass from scalars to vectors, `sum_monomial` takes the fixed vector `c` out of the sum.

```lean
/-- The backward difference of a vector-valued monomial is the scalar one times the vector. -/
lemma sum_monomial (k i : ℕ) (c : V) (n : ℤ) :
    ∑ j ∈ range (k + 1), ((-1 : ℝ) ^ j * (k.choose j : ℝ)) •
      (((n - (j : ℤ) : ℤ) : ℝ) ^ i • c) = powerDiff k i (n : ℝ) • c := by
  rw [powerDiff, Finset.sum_smul]
  refine Finset.sum_congr rfl fun j _ => ?_
  simp only [smul_smul, Int.cast_sub, Int.cast_natCast]
```

The exactness theorem says that `predict` returns the value of `polyHistory` at every integer time and for every choice of coefficients. The proof rewrites the equality as a vanishing residual, exchanges the sums over $j$ and $i$ with `Finset.sum_comm`, and annihilates each monomial.

```lean
/-- The prediction is exact for every trajectory polynomial in time of degree below `k`. -/
theorem predict_poly (k : ℕ) (c : ℕ → V) (n : ℤ) :
    predict k (polyHistory k c) n = polyHistory k c n := by
  symm
  rw [← sub_eq_zero, sub_predict]
  simp only [polyHistory, Finset.smul_sum]
  rw [Finset.sum_comm]
  refine Finset.sum_eq_zero fun i hi => ?_
  rw [sum_monomial, powerDiff_eq_zero i k n (Finset.mem_range.mp hi), zero_smul]
```

For degree $k$, the residual is $k!\,c$ at every `n`, which is nonzero whenever `c` is.

```lean
/-- For a trajectory growing as the `k`-th power of time, the true vector exceeds the
prediction by `k!` times the coefficient vector. -/
theorem predict_degree_sharp (k : ℕ) (c : V) (n : ℤ) :
    (n : ℝ) ^ k • c - predict k (fun m : ℤ => (m : ℝ) ^ k • c) n =
      (k.factorial : ℝ) • c :=
  (sub_predict k (fun m : ℤ => (m : ℝ) ^ k • c) n).trans
    ((sum_monomial k k c n).trans (by rw [powerDiff_self]))
```

These two theorems concern polynomial histories; for a general smooth trajectory, the size of the residual requires a separate estimate.

## How errors in the history propagate

The amplification factor is the sum of the absolute weights. It is the full binomial sum $2^k$ without its zeroth term.

```lean
/-- The absolute values of the prediction weights add up to `2 ^ k - 1`. -/
lemma sum_choose (k : ℕ) : ∑ j ∈ Icc 1 k, (k.choose j : ℝ) = 2 ^ k - 1 := by
  have h := sum_split k (fun j => (k.choose j : ℝ))
  have h2 : ∑ j ∈ range (k + 1), (k.choose j : ℝ) = 2 ^ k := by
    exact_mod_cast Nat.sum_range_choose k
  simp only [Nat.choose_zero_right, Nat.cast_one] at h
  linarith
```

The upper bound holds for any two histories `x` and `y`, polynomial or not. The difference of the predictions is written as a single sum, `norm_sum_le_of_le` applies the triangle inequality, and `hw` evaluates the absolute value of each weight.

```lean
/-- If two histories differ by at most `d` in norm at each of the last `k` steps, their
predictions differ by at most `(2 ^ k - 1) d`. -/
theorem norm_predict_sub_le (k : ℕ) (x y : ℤ → V) (n : ℤ) (d : ℝ)
    (h : ∀ j ∈ Icc 1 k, ‖y (n - (j : ℤ)) - x (n - (j : ℤ))‖ ≤ d) :
    ‖predict k y n - predict k x n‖ ≤ (2 ^ k - 1) * d := by
  unfold predict
  rw [← Finset.sum_sub_distrib, ← sum_choose k, Finset.sum_mul]
  refine norm_sum_le_of_le _ fun j hj => ?_
  have hw : ‖(-1 : ℝ) ^ (j + 1) * (k.choose j : ℝ)‖ = (k.choose j : ℝ) := by simp
  rw [← smul_sub, norm_smul, hw]
  exact mul_le_mul_of_nonneg_left (h j hj) (Nat.cast_nonneg _)
```

The extremal error is the alternating history $(-1)^m e$. In the proof, `hz` splits $(-1)^{n-j}$ into $(-1)^n(-1)^j$, and `hs` states that $(-1)^j(-1)^j=1$. Every term then carries the same sign, and the binomial coefficients add up to $2^k-1$.

```lean
/-- For the alternating history `(-1) ^ m • e`, the prediction at time `n` is `-(2 ^ k - 1)` times
the true value. -/
theorem predict_alternating (k : ℕ) (e : V) (n : ℤ) :
    predict k (fun m : ℤ => (-1 : ℝ) ^ m • e) n =
      -(((2 : ℝ) ^ k - 1) • ((-1 : ℝ) ^ n • e)) := by
  unfold predict
  rw [← sum_choose k, Finset.sum_smul, ← Finset.sum_neg_distrib]
  refine Finset.sum_congr rfl fun j _ => ?_
  have hz : (-1 : ℝ) ^ (n - (j : ℤ)) = (-1 : ℝ) ^ n * (-1 : ℝ) ^ j := by
    rw [zpow_sub₀ (by norm_num), zpow_natCast, div_eq_mul_inv, ← inv_pow]
    norm_num
  have hs : (-1 : ℝ) ^ j * (-1 : ℝ) ^ j = 1 := by
    rw [← mul_pow]
    norm_num
  beta_reduce
  rw [hz]
  simp only [smul_smul, ← neg_smul]
  congr 1
  linear_combination (-(k.choose j : ℝ) * (-1 : ℝ) ^ n) * hs
```

## The greatest possible prediction error

The final theorem fixes a polynomial trajectory, a time `n` and an error bound `d`. Its set contains every number `r` that is the norm of the prediction error for some stored history `y` whose error is at most `d` in norm at each of the last $k$ steps. `IsGreatest` says that $(2^k-1)d$ belongs to this set and that no member exceeds it. The error is measured against the true vector at time `n`, not against another prediction.

The hypothesis `Nontrivial V` provides a nonzero vector; in the zero space every error is zero, so the value would not be attained for $k\ge1$ and $d>0$. The condition `0 ≤ d` makes `d` a possible norm. There is no hypothesis $k\ge1$: for $k=0$ the prediction, the trajectory and the factor are all zero.

```lean
/-- Let the true trajectory be polynomial of degree below `k` in a nonzero space, and let each
of the last `k` stored vectors be wrong by at most `d ≥ 0` in norm. The largest possible norm
of the prediction error is then exactly `(2 ^ k - 1) d`. -/
theorem worst_prediction_error [Nontrivial V] (k : ℕ) (c : ℕ → V) (n : ℤ) (d : ℝ)
    (hd : 0 ≤ d) :
    IsGreatest {r : ℝ | ∃ y : ℤ → V,
      (∀ j ∈ Icc 1 k, ‖y (n - (j : ℤ)) - polyHistory k c (n - (j : ℤ))‖ ≤ d) ∧
      ‖predict k y n - polyHistory k c n‖ = r} ((2 ^ k - 1) * d) := by
  constructor
  · -- an error of norm `d` with alternating sign attains the bound
    obtain ⟨v, hv⟩ := exists_ne (0 : V)
    obtain ⟨e, he⟩ : ∃ e : V, ‖e‖ = d := by
      refine ⟨(d / ‖v‖) • v, ?_⟩
      rw [norm_smul, Real.norm_of_nonneg (by positivity),
        div_mul_cancel₀ _ (norm_ne_zero_iff.mpr hv)]
    have hz : ∀ m : ℤ, ‖(-1 : ℝ) ^ m • e‖ = d := by
      intro m
      rw [norm_smul, norm_zpow, norm_neg, norm_one, one_zpow, one_mul, he]
    have hp : predict k (fun m : ℤ => polyHistory k c m + (-1 : ℝ) ^ m • e) n =
        polyHistory k c n + -(((2 : ℝ) ^ k - 1) • ((-1 : ℝ) ^ n • e)) := by
      rw [← predict_alternating, ← predict_poly k c n]
      simp only [predict, smul_add, Finset.sum_add_distrib]
    have h1 : (1 : ℝ) ≤ 2 ^ k := one_le_pow₀ (by norm_num)
    refine ⟨fun m : ℤ => polyHistory k c m + (-1 : ℝ) ^ m • e, fun j _ => ?_, ?_⟩
    · simp only [add_sub_cancel_left]
      exact (hz _).le
    · rw [hp, add_sub_cancel_left, norm_neg, norm_smul, hz,
        Real.norm_of_nonneg (by linarith)]
  · -- exactness on the true trajectory leaves only the propagated history error
    rintro r ⟨y, hy, rfl⟩
    rw [← predict_poly k c n]
    exact norm_predict_sub_le k (polyHistory k c) y n d hy

end

end BinomialExtrapolation
```

The first half of the proof rescales a nonzero vector `v` to a vector `e` of norm `d` and adds the alternating error to the trajectory. By linearity, `hp` separates the exact prediction from the amplified error, whose norm is then computed. The second half takes any admissible `y`, replaces the true vector by its own exact prediction, and applies the general bound.

The theorem gives a worst case for one prediction. It says nothing about typical errors, or about how errors accumulate when predictions feed later steps. In an application to wavefunctions, each stored orbital carries an arbitrary phase, and degenerate orbitals an arbitrary rotation among themselves; unless these choices vary smoothly from step to step, the stored orbitals do not resemble a smooth trajectory. With ultrasoft pseudopotentials the orbitals are orthonormal with respect to an overlap operator that moves with the ions, and a linear combination of old orbitals does not in general satisfy that condition at the new positions. For a solver that expects orthonormal starting orbitals, the prediction must therefore be orthonormalised first.

```lean
#print axioms BinomialExtrapolation.predict_degree_sharp
#print axioms BinomialExtrapolation.worst_prediction_error
```

```
'BinomialExtrapolation.predict_degree_sharp' depends on axioms: [propext, Classical.choice, Quot.sound]
'BinomialExtrapolation.worst_prediction_error' depends on axioms: [propext, Classical.choice, Quot.sound]
```
